# Closed-form X2C Hamiltonian for a free particle in an orthonormal basis

The exact two-component (X2C) method reduces the Dirac equation to a Hamiltonian for the electronic states alone. The Lean file describes the kinetic energy matrix by its eigenvalues and eigenvectors, $T=U\,\mathrm{diag}(t_i)\,U^\dagger$, and builds the decoupling matrix $X$ and the renormalization matrix $R$ as functions of the same eigenvalues. Here $U$ is unitary, every $t_i$ is positive, and $c>0$ is the speed of light in units where the electron mass is one. Positivity of every $t_i$ means that no nonzero combination of the basis functions has zero kinetic energy, which also keeps the small-component metric nonsingular.

## The Hamiltonian and its bounds

For each $t_i$ define the relativistic energy, rest energy included, and the ratio of the lower (pseudo-large) to the upper (large) component in the modified Dirac equation given below:

$$E_i=\sqrt{c^4+2c^2t_i},\qquad x_i=\frac{2c^2}{E_i+c^2}.$$

With $X=U\,\mathrm{diag}(x_i)\,U^\dagger$ and $R=(1+XTX/(2c^2))^{-1/2}$, the field-free X2C Hamiltonian is

$$h=R(TX+XT-XTX)R=U\,\mathrm{diag}(E_i-c^2)\,U^\dagger,\qquad 0<E_i-c^2<t_i.$$

It also satisfies $h+h^2/(2c^2)=T$. Setting $U=1$ gives the case of diagonal $T$.

## Checking an X2C routine with the potential switched off

An X2C code run without a potential, in a finite orthonormal basis, should reproduce these eigenvalues, and the relation $h+h^2/(2c^2)=T$ tests its output without diagonalizing anything. The negative-energy values $-E_i-c^2$ satisfy the same relation, so the test must also check that $h$ is positive definite. The derivation also gives $E_i-c^2=t_ix_i$; for $t_i\ll c^2$ the product avoids the cancellation in the difference.

## From the Dirac pencil to the electronic block

Drop the index and write $e=E-c^2$. Since $(E-c^2)(E+c^2)=2c^2t$, division by $E+c^2$ gives

$$tx=e.$$

From $x(E+c^2)=2c^2$ it follows that $2c^2(1-x)=x(E+c^2)-2c^2x=xe$, so

$$1-x=\frac{ex}{2c^2}.$$

The modified Dirac equation without a potential is

$$\begin{pmatrix}0&T\\T&-T\end{pmatrix}\begin{pmatrix}u\\xu\end{pmatrix}
=e\begin{pmatrix}1&0\\0&T/(2c^2)\end{pmatrix}\begin{pmatrix}u\\xu\end{pmatrix}.$$

If $Tu=tu$, its upper row reads $txu=eu$, the first scalar equation. Its lower row reads $t(1-x)u=e\,tx\,u/(2c^2)$, the second one multiplied by $t$.

For a unit vector $u$, the squared norm of $(u,xu)$ in this metric is $m=1+x^2t/(2c^2)$. The normalized vector is therefore $r(u,xu)$ with $r=m^{-1/2}$, and $rmr=1$. The unnormalized electronic Hamiltonian has the eigenvalue

$$2tx-x^2t=tx+tx(1-x)=e+e\,\frac{x^2t}{2c^2}=em,$$

and multiplying by $r$ on both sides leaves $e$.

Leaving out $R$ does more damage than a small normalization error. The unnormalized eigenvalue equals $t[1-(1-x)^2]$, and $1-x$ is of order $t/c^2$, so the result agrees with the nonrelativistic $t$ through order $1/c^2$: the leading relativistic correction disappears.

For the bounds, $E^2=c^4+2c^2t>c^4$ gives $e>0$, and $E^2<c^4+2c^2t+t^2=(c^2+t)^2$ gives $e<t$.

The matrices follow because $U^\dagger U=1$ implies

$$U\,\mathrm{diag}(f_i)\,U^\dagger\,U\,\mathrm{diag}(g_i)\,U^\dagger=U\,\mathrm{diag}(f_ig_i)\,U^\dagger,$$

while sums and real multiples also act eigenvalue by eigenvalue. Finally, $t-e=t(1-x)=txe/(2c^2)=e^2/(2c^2)$, which lifts to $h+h^2/(2c^2)=T$.

## The Lean file

```lean
import Mathlib

open Matrix

namespace FreeParticleX2C

noncomputable section

variable {n : Type*} [Fintype n] [DecidableEq n]

/-- Relativistic energy, rest energy included, of a free particle with nonrelativistic
kinetic energy `t` (unit mass, speed of light `c`). -/
def energy (c t : ℝ) : ℝ := √(c ^ 4 + 2 * c ^ 2 * t)

/-- Ratio of the pseudo-large to the large component at kinetic energy `t`. -/
def ratio (c t : ℝ) : ℝ := 2 * c ^ 2 / (energy c t + c ^ 2)

/-- Squared norm of the vector `(1, x)` in the modified Dirac metric, `x` being the ratio. -/
def metricFactor (c t : ℝ) : ℝ := 1 + 1 / (2 * c ^ 2) * (ratio c t * t * ratio c t)

/-- Renormalization factor: the inverse square root of the metric factor. -/
def renorm (c t : ℝ) : ℝ := 1 / √(metricFactor c t)

/-- The matrix `U diag(f) Uᴴ` with real values `f` on the columns of `U`. -/
def spectral (U : Matrix n n ℂ) (f : n → ℝ) : Matrix n n ℂ :=
  U * diagonal (fun i => (f i : ℂ)) * Uᴴ

/-- Modified Dirac matrix of a free particle with kinetic energy matrix `T`. -/
def diracMatrix (T : Matrix n n ℂ) : Matrix (n ⊕ n) (n ⊕ n) ℂ :=
  fromBlocks 0 T T (-T)

/-- Metric of the modified Dirac equation in an orthonormal basis. -/
def diracMetric (c : ℝ) (T : Matrix n n ℂ) : Matrix (n ⊕ n) (n ⊕ n) ℂ :=
  fromBlocks 1 0 0 (((1 / (2 * c ^ 2) : ℝ) : ℂ) • T)

/-- Field-free X2C Hamiltonian built from kinetic energy `T`, decoupling matrix `X`
and renormalization matrix `R`. -/
def x2cHamiltonian (T X R : Matrix n n ℂ) : Matrix n n ℂ :=
  R * (T * X + X * T - X * T * X) * R

/-- The two rows of the free modified Dirac equation for the vector `(1, x)` at
energy `E - c²`, the second divided by `t`. -/
theorem scalar_dirac {c t : ℝ} (hc : 0 < c) (ht : 0 < t) :
    t * ratio c t = energy c t - c ^ 2 ∧
      1 - ratio c t = (energy c t - c ^ 2) * ratio c t / (2 * c ^ 2) := by
  have hE : energy c t ^ 2 = c ^ 4 + 2 * c ^ 2 * t := Real.sq_sqrt (by positivity)
  have h0 : 0 ≤ energy c t := Real.sqrt_nonneg _
  have hp : energy c t + c ^ 2 ≠ 0 := by positivity
  have hx : ratio c t * (energy c t + c ^ 2) = 2 * c ^ 2 := div_mul_cancel₀ _ hp
  constructor
  · apply mul_right_cancel₀ hp
    linear_combination t * hx - hE
  · have h2 : 2 * c ^ 2 ≠ 0 := by positivity
    rw [eq_div_iff h2]
    linear_combination -hx

/-- The relativistic kinetic energy `E - c²` is positive and lies below the
nonrelativistic value `t`. -/
theorem kinetic_bounds {c t : ℝ} (hc : 0 < c) (ht : 0 < t) :
    0 < energy c t - c ^ 2 ∧ energy c t - c ^ 2 < t := by
  have h1 : c ^ 2 < energy c t := by
    unfold energy
    refine (Real.lt_sqrt (by positivity)).2 ?_
    nlinarith [mul_pos (pow_pos hc 2) ht]
  have h2 : energy c t < c ^ 2 + t := by
    unfold energy
    refine (Real.sqrt_lt' (by positivity)).2 ?_
    nlinarith [pow_pos ht 2]
  constructor <;> linarith

/-- If `T u = t u`, then `(u, x u)` solves the free modified Dirac equation with
energy `E - c²`. -/
theorem dirac_eigenvector {T : Matrix n n ℂ} {u : n → ℂ} {c t : ℝ}
    (hc : 0 < c) (ht : 0 < t) (hu : T *ᵥ u = (t : ℂ) • u) :
    diracMatrix T *ᵥ Sum.elim u ((ratio c t : ℂ) • u) =
      ((energy c t - c ^ 2 : ℝ) : ℂ) •
        (diracMetric c T *ᵥ Sum.elim u ((ratio c t : ℂ) • u)) := by
  obtain ⟨h1, h2⟩ := scalar_dirac hc ht
  have h1c : (t : ℂ) * (ratio c t : ℂ) = ((energy c t - c ^ 2 : ℝ) : ℂ) := by
    rw [← Complex.ofReal_mul, h1]
  have h2c : 1 - (ratio c t : ℂ) = ((energy c t - c ^ 2 : ℝ) : ℂ) * (ratio c t : ℂ) *
      ((1 / (2 * c ^ 2) : ℝ) : ℂ) := by
    rw [← Complex.ofReal_mul, ← Complex.ofReal_mul, ← Complex.ofReal_one,
      ← Complex.ofReal_sub]
    exact congrArg Complex.ofReal (h2.trans (by ring))
  unfold diracMatrix diracMetric
  generalize ((energy c t - c ^ 2 : ℝ) : ℂ) = e at h1c h2c ⊢
  generalize ((1 / (2 * c ^ 2) : ℝ) : ℂ) = k at h2c ⊢
  simp only [fromBlocks_mulVec, Sum.elim_comp_inl, Sum.elim_comp_inr, zero_mulVec,
    one_mulVec, neg_mulVec, smul_mulVec, mulVec_smul, hu]
  -- the upper and lower components are the two scalar equations times `u`
  ext (i | i)
  · simp only [Sum.elim_inl, Pi.add_apply, Pi.smul_apply, Pi.zero_apply, smul_eq_mul]
    linear_combination u i * h1c
  · simp only [Sum.elim_inr, Pi.add_apply, Pi.smul_apply, Pi.neg_apply, Pi.zero_apply,
      smul_eq_mul]
    linear_combination (t : ℂ) * u i * h2c

/-- For one kinetic energy `t`, the factor `r` normalizes the metric and turns
`t x + x t - x t x` into `E - c²`. -/
theorem scalar_x2c {c t : ℝ} (hc : 0 < c) (ht : 0 < t) :
    renorm c t * metricFactor c t * renorm c t = 1 ∧
      renorm c t * (t * ratio c t + ratio c t * t - ratio c t * t * ratio c t) * renorm c t
        = energy c t - c ^ 2 := by
  obtain ⟨h1, h2⟩ := scalar_dirac hc ht
  have hm : 0 < metricFactor c t := by
    have h : 0 ≤ ratio c t * t * ratio c t := by
      nlinarith [mul_nonneg ht.le (sq_nonneg (ratio c t))]
    unfold metricFactor
    positivity
  have hs : √(metricFactor c t) * √(metricFactor c t) = metricFactor c t :=
    Real.mul_self_sqrt hm.le
  have hr : renorm c t * √(metricFactor c t) = 1 :=
    one_div_mul_cancel (Real.sqrt_pos.2 hm).ne'
  have hn : renorm c t * metricFactor c t * renorm c t = 1 := by
    linear_combination (-(renorm c t) ^ 2) * hs +
      (renorm c t * √(metricFactor c t) + 1) * hr
  refine ⟨hn, ?_⟩
  -- the unnormalized Hamiltonian is the energy times the metric factor
  have hL : t * ratio c t + ratio c t * t - ratio c t * t * ratio c t
      = (energy c t - c ^ 2) * metricFactor c t := by
    unfold metricFactor
    linear_combination h1 + t * ratio c t * h2
  rw [hL]
  linear_combination (energy c t - c ^ 2) * hn

/-- For `Uᴴ U = 1`, matrices `U diag(f) Uᴴ` multiply value by value. -/
theorem spectral_mul {U : Matrix n n ℂ} (hU : Uᴴ * U = 1) (f g : n → ℝ) :
    spectral U f * spectral U g = spectral U (fun i => f i * g i) := by
  unfold spectral
  calc U * diagonal (fun i => (f i : ℂ)) * Uᴴ * (U * diagonal (fun i => (g i : ℂ)) * Uᴴ)
      = U * diagonal (fun i => (f i : ℂ)) * (Uᴴ * U) * diagonal (fun i => (g i : ℂ)) * Uᴴ := by
        simp only [Matrix.mul_assoc]
    _ = U * (diagonal (fun i => (f i : ℂ)) * diagonal (fun i => (g i : ℂ))) * Uᴴ := by
        rw [hU, Matrix.mul_one]
        simp only [Matrix.mul_assoc]
    _ = _ := by
        rw [diagonal_mul_diagonal]
        simp only [Complex.ofReal_mul]

/-- Sums, differences and real multiples of matrices `U diag(f) Uᴴ` are formed
value by value. -/
theorem spectral_linear (U : Matrix n n ℂ) :
    (∀ f g, spectral U f + spectral U g = spectral U (fun i => f i + g i)) ∧
    (∀ f g, spectral U f - spectral U g = spectral U (fun i => f i - g i)) ∧
    (∀ (a : ℝ) f, (a : ℂ) • spectral U f = spectral U (fun i => a * f i)) := by
  refine ⟨fun f g => ?_, fun f g => ?_, fun a f => ?_⟩
  · unfold spectral
    rw [← Matrix.add_mul, ← Matrix.mul_add, diagonal_add]
    simp only [Complex.ofReal_add]
  · unfold spectral
    rw [← Matrix.sub_mul, ← Matrix.mul_sub, diagonal_sub]
    simp only [Complex.ofReal_sub]
  · have h : diagonal (fun i => ((a * f i : ℝ) : ℂ))
        = (a : ℂ) • diagonal (fun i => (f i : ℂ)) := by
      ext i j
      by_cases hij : i = j
      · subst hij
        simp
      · simp [hij]
    unfold spectral
    rw [h, Matrix.mul_smul, Matrix.smul_mul]

/-- Free-particle X2C: for `T = U diag(t) Uᴴ` the matrix `R` normalizes the metric
`1 + X T X / (2c²)`, the X2C Hamiltonian is `U diag(E - c²) Uᴴ`, and each `E - c²` lies
strictly between zero and the nonrelativistic kinetic energy. -/
theorem free_particle_x2c {U : Matrix n n ℂ} (hU : Uᴴ * U = 1) {c : ℝ} (hc : 0 < c)
    {t : n → ℝ} (ht : ∀ i, 0 < t i) :
    spectral U (fun i => renorm c (t i)) *
        (1 + ((1 / (2 * c ^ 2) : ℝ) : ℂ) • (spectral U (fun i => ratio c (t i)) *
          spectral U t * spectral U (fun i => ratio c (t i)))) *
        spectral U (fun i => renorm c (t i)) = 1 ∧
    x2cHamiltonian (spectral U t) (spectral U (fun i => ratio c (t i)))
        (spectral U (fun i => renorm c (t i)))
      = spectral U (fun i => energy c (t i) - c ^ 2) ∧
    ∀ i, 0 < energy c (t i) - c ^ 2 ∧ energy c (t i) - c ^ 2 < t i := by
  obtain ⟨hadd, hsub, hsmul⟩ := spectral_linear U
  have hone : (1 : Matrix n n ℂ) = spectral U (fun _ => 1) := by
    have hU' : U * Uᴴ = 1 := mul_eq_one_comm.mp hU
    simp [spectral, hU']
  refine ⟨?_, ?_, fun i => kinetic_bounds hc (ht i)⟩
  · rw [hone]
    simp only [spectral_mul hU, hsmul, hadd]
    exact congrArg (spectral U) (funext fun i => (scalar_x2c hc (ht i)).1)
  · simp only [x2cHamiltonian, spectral_mul hU, hadd, hsub]
    exact congrArg (spectral U) (funext fun i => (scalar_x2c hc (ht i)).2)

/-- The free-particle X2C Hamiltonian `h` satisfies the matrix relation
`h + h² / (2c²) = T`. -/
theorem x2c_dispersion {U : Matrix n n ℂ} (hU : Uᴴ * U = 1) {c : ℝ} (hc : 0 < c)
    {t : n → ℝ} (ht : ∀ i, 0 < t i) {h : Matrix n n ℂ}
    (hh : h = x2cHamiltonian (spectral U t) (spectral U (fun i => ratio c (t i)))
      (spectral U (fun i => renorm c (t i)))) :
    h + ((1 / (2 * c ^ 2) : ℝ) : ℂ) • (h * h) = spectral U t := by
  obtain ⟨hadd, -, hsmul⟩ := spectral_linear U
  rw [hh, (free_particle_x2c hU hc ht).2.1]
  simp only [spectral_mul hU, hsmul, hadd]
  refine congrArg (spectral U) (funext fun i => ?_)
  obtain ⟨h1, h2⟩ := scalar_dirac hc (ht i)
  linear_combination (-1 - 1 / (2 * c ^ 2) * (energy c (t i) - c ^ 2)) * h1 - t i * h2

end

end FreeParticleX2C
```

```lean
#print axioms FreeParticleX2C.dirac_eigenvector
-- 'FreeParticleX2C.dirac_eigenvector' depends on axioms: [propext, Classical.choice, Quot.sound]
#print axioms FreeParticleX2C.free_particle_x2c
-- 'FreeParticleX2C.free_particle_x2c' depends on axioms: [propext, Classical.choice, Quot.sound]
#print axioms FreeParticleX2C.x2c_dispersion
-- 'FreeParticleX2C.x2c_dispersion' depends on axioms: [propext, Classical.choice, Quot.sound]
```

## What the theorems state and how they are proved

The finite type `n` labels the orthonormal basis functions, and `n ⊕ n` labels the large and pseudo-large components together. `spectral U f` is $U\,\mathrm{diag}(f_i)\,U^\dagger$, so `spectral U t` is $T$. The functions `energy`, `ratio`, `metricFactor` and `renorm` are $E$, $x$, $m$ and $r$. The hypothesis `Uᴴ * U = 1` makes the square matrix $U$ unitary.

`free_particle_x2c` has three parts: $R$ normalizes the metric $1+XTX/(2c^2)$, the Hamiltonian has the closed form above, and the bounds hold for every $i$. The inverse square root enters through the eigenvalues of $R$, which are defined as $1/\sqrt{m_i}$. `dirac_eigenvector` is separate and more general: it accepts any complex matrix `T` and any `u` with $Tu=tu$, where $t>0$. It supplies the electronic solutions, but says nothing about the negative-energy ones.

The proofs follow the derivation:

- `scalar_dirac` obtains the two scalar equations by clearing denominators, and `linear_combination` checks the remaining algebra.
- `kinetic_bounds` compares squares.
- `dirac_eigenvector` expands the block products and treats the upper and lower components separately, using one scalar equation for each.
- `scalar_x2c` proves $rmr=1$, then the factorization $2tx-x^2t=em$.
- `spectral_mul` and `spectral_linear` reduce matrix expressions to functions of the eigenvalues. `free_particle_x2c` writes the identity matrix as `spectral U (fun _ => 1)` and applies the scalar results for each `i`.
- `x2c_dispersion` inserts the closed form of $h$ and combines the two scalar equations.

The result covers a free particle in a finite orthonormal basis. For a basis with overlap matrix $S\neq1$, the formulas apply after orthonormalization; in the original basis the relation to test becomes $h+hS^{-1}h/(2c^2)=T$, which is not proved here. With a nuclear potential, $X$ is in general no longer a function of $T$ and the closed form is lost. Rounding errors, and the algorithm by which a program obtains $X$, are not modelled.

A version stated directly for $T$ would take a positive definite Hermitian matrix as its input and define $X$ and $R$ by matrix functions. It would cover the same kinetic matrices, since each of them has a unitary diagonalization with positive eigenvalues. The statement would no longer mention $U$, but the proof would need the spectral theorem or a functional calculus to get back to the scalar equations.
